# Spectrum of the pair-hopping matrix and the \(t_{2g}\) levels \(A+10B+5C\) and \(A+B+2C\)

A: The definitions and conventions are these. There are \(N\) orbitals and two electrons of opposite spin, both placed in the same orbital. The basis state \(|i\rangle = c^\dagger_{i\uparrow}c^\dagger_{i\downarrow}|0\rangle\) has the pair in orbital \(i\), and a general state \(\sum_i v_i |i\rangle\) is a vector of amplitudes \(v_i\). The repulsion within an orbital is \(U\), the same for every orbital, and the amplitude for the pair to move between two different orbitals is \(J\), the same for every two orbitals:
\[ M_{ij} = \begin{cases} U & i = j \\ J & i \neq j. \end{cases} \]
The total amplitude is \(S(v) = \sum_j v_j\), and \(\mathbf 1\) is the vector with every amplitude equal to one. For the three \(t_{2g}\) orbitals, taken as pure atomic \(d\) orbitals with a common radial function, the entries are \(U = A+4B+3C\) and \(J = 3B+C\), with Racah parameters \(A = F_0 - 49F_4\), \(B = F_2 - 5F_4\), \(C = 35F_4\) in the reduced Slater-Condon parameters, which are \(F_0 = F^0\), \(F_2 = F^2/49\) and \(F_4 = F^4/441\) in terms of the radial Slater integrals \(F^k\) of the \(d\) shell. In electronic structure the two eigenvalues are electron-repulsion energies of the \(t_{2g}^2\) configuration of an octahedral ion, in the simplified model that keeps only the three doubly occupied states and leaves out the \(e_g\) orbitals.

Q: I doubt that the Lean objects are these things. A Coulomb matrix element is an integral over orbitals, and I expect to find no integral in the file.

A: There is none. The total amplitude is a linear map from vectors to scalars, and the matrix is given entry by entry.

```lean
import Mathlib

open Matrix

namespace PairHoppingSpectrum

/-- The total amplitude `∑ j, v j` of a vector over the orbitals, as a linear functional. -/
def totalAmplitude (K n : Type*) [Field K] [Fintype n] : (n → K) →ₗ[K] K where
  toFun := fun v => ∑ j, v j
  map_add' := by
    intro x y
    simp [Finset.sum_add_distrib]
  map_smul' := by
    intro c x
    simp [Finset.mul_sum]

variable {K : Type*} [Field K]

/-- The pair-hopping matrix in the basis of doubly occupied orbitals: `U` on the diagonal,
`J` between any two different orbitals. -/
def pairHopping (n : Type*) [DecidableEq n] (U J : K) : Matrix n n K :=
  Matrix.of fun i j => if i = j then U else J
```

The type `n` labels the orbitals, a vector `v : n → K` holds the amplitudes, and `pairHopping n U J` is \(M\). Amplitudes and parameters lie in a field `K`, of which \(\mathbb R\) and \(\mathbb C\) are the physical choices, with \(U\) and \(J\) real in both cases. The \(t_{2g}\) entries and the Racah parameters are definitions.

```lean
/-- Intra-orbital repulsion of a t2g orbital in Racah parameters, `U = A + 4B + 3C`. -/
def racahU (A B C : K) : K := A + 4 * B + 3 * C

/-- Pair-hopping integral between two t2g orbitals in Racah parameters, `J = 3B + C`. -/
def racahJ (B C : K) : K := 3 * B + C

/-- The pair-hopping matrix of the three t2g orbitals in Racah parameters. -/
def t2gPairHopping (A B C : K) : Matrix (Fin 3) (Fin 3) K :=
  pairHopping (Fin 3) (racahU A B C) (racahJ B C)

/-- Racah parameter `A = F0 - 49 F4` in reduced Slater-Condon parameters. -/
def racahA (F0 F4 : K) : K := F0 - 49 * F4

/-- Racah parameter `B = F2 - 5 F4` in reduced Slater-Condon parameters. -/
def racahB (F2 F4 : K) : K := F2 - 5 * F4

/-- Racah parameter `C = 35 F4` in reduced Slater-Condon parameters. -/
def racahC (F4 : K) : K := 35 * F4
```

`Fin 3` labels \(d_{xy}, d_{yz}, d_{zx}\) in any order, since \(M\) is unchanged by relabelling. The coefficients \(49, 5, 35\) are the conventional definition of \(A, B, C\) as combinations of \(F_0, F_2, F_4\). The coefficients \(4, 3, 3, 1\) in \(U\) and \(J\) come from evaluating angular integrals over the \(t_{2g}\) orbitals, and that evaluation is not part of this result. `racahU`, `racahJ`, `racahA`, `racahB` and `racahC` fix the coefficients by declaration. Lean does not check them against any integral, so wrong coefficients would compile as well, provided the level values stated in the later theorems were changed to match. The theorems concern what follows once the matrix has this form.

Q: Then show me by hand what does follow.

A: Write \(M_{ij} = (U-J)\delta_{ij} + J\), which gives \(U\) for \(i=j\) and \(J\) otherwise. Acting on a vector,
\[ (Mv)_i = \sum_j \big[(U-J)\delta_{ij} + J\big] v_j = (U-J)\,v_i + J\,S(v). \tag{1} \]
For \(v = \mathbf 1\) the total amplitude is \(N\), so \((M\mathbf 1)_i = U - J + NJ = U + (N-1)J\). For \(S(v)=0\) the second term vanishes and \(Mv = (U-J)v\).

The converses also come from (1). If \(Mv = (U-J)v\), then \(J\,S(v) = 0\), and \(J \neq 0\) gives \(S(v)=0\). If \(Mv = (U+(N-1)J)v\), then subtracting \((U-J)v_i\) from both sides leaves \(J\,S(v) = NJ\,v_i\), and \(NJ \ne 0\) gives \(v_i = J\,S(v)/(NJ)\), the same number for every \(i\).

No third eigenvalue exists. Let \(Mv = \mu v\) with \(v \neq 0\), so that \((U-J)v_i + J S = \mu v_i\) for all \(i\). If \(S = 0\), pick \(i\) with \(v_i \neq 0\) and cancel it: \(\mu = U-J\). If \(S \neq 0\), sum over \(i\):
\[ (U-J)S + NJS = \mu S, \]
and cancelling \(S\) gives \(\mu = U+(N-1)J\). Both values occur when \(N \ge 2\): \(U+(N-1)J\) on \(\mathbf 1\), and \(U-J\) on \(e_a - e_b\) for two different orbitals \(a, b\), where \(e_a\) has amplitude one in orbital \(a\) and zero elsewhere. For \(J \neq 0\) the eigenspace at \(U-J\) is the kernel of \(S\). The map \(S\) reaches every scalar, since \(S(c\,e_a) = c\), so its rank is one and its kernel has dimension \(N-1\).

For \(N=3\),
\[ U + 2J = A + 4B + 3C + 6B + 2C = A + 10B + 5C, \qquad U - J = A + 4B + 3C - 3B - C = A + B + 2C. \]
The matrix \(\mu I - M\) has \(a = \mu - U\) on the diagonal and \(b = -J\) elsewhere, so its determinant is \(a^3 - 3ab^2 + 2b^3 = (a+2b)(a-b)^2\), with \(a + 2b = \mu - (U+2J)\) and \(a - b = \mu - (U-J)\). Substituting the Slater-Condon forms,
\[ A + 10B + 5C = F_0 + 10F_2 + (-49 - 50 + 175)F_4 = F_0 + 10F_2 + 76F_4, \]
\[ A + B + 2C = F_0 + F_2 + (-49 - 5 + 70)F_4 = F_0 + F_2 + 16F_4. \]

Q: Everything rests on (1). Is the Lean version the same equation, for any number of orbitals?

A: It is (1) for an arbitrary finite label type, any `U`, `J`, any vector and any component `i`. The symbol `*ᵥ` is the matrix-vector product.

```lean
variable {n : Type*} [Fintype n] [DecidableEq n]

/-- The pair-hopping matrix multiplies each amplitude by `U - J` and adds `J` times the
total amplitude. -/
theorem pairHopping_mulVec_apply (U J : K) (v : n → K) (i : n) :
    (pairHopping n U J *ᵥ v) i = (U - J) * v i + J * ∑ j, v j := by
  -- split each entry into a diagonal part `U - J` and a uniform part `J`
  have h : ∀ j, pairHopping n U J i j * v j
      = (if i = j then (U - J) * v j else 0) + J * v j := by
    intro j
    unfold pairHopping
    rw [Matrix.of_apply]
    split_ifs <;> ring
  calc (pairHopping n U J *ᵥ v) i = ∑ j, pairHopping n U J i j * v j := rfl
    _ = ∑ j, ((if i = j then (U - J) * v j else 0) + J * v j) :=
        Finset.sum_congr rfl fun j _ => h j
    _ = (U - J) * v i + J * ∑ j, v j := by
        simp [Finset.sum_add_distrib, Finset.mul_sum]
```

The auxiliary `h` is the splitting \(M_{ij}v_j = \delta_{ij}(U-J)v_j + Jv_j\), checked separately for \(i=j\) and \(i \neq j\) by `split_ifs <;> ring`. The `calc` chain writes the product as a sum over `j`, substitutes `h` term by term, and then collapses the Kronecker sum and pulls \(J\) out of the other. The two eigenvector equations follow, with \(N\) written `Fintype.card n` and \(\mathbf 1\) written `fun _ : n => (1 : K)`.

```lean
/-- For `N` orbitals the pair-hopping matrix multiplies the all-ones vector
by `U + (N - 1) J`. -/
theorem pairHopping_mulVec_ones (U J : K) :
    pairHopping n U J *ᵥ (fun _ : n => (1 : K))
      = (U + ((Fintype.card n : K) - 1) * J) • (fun _ : n => (1 : K)) := by
  funext i
  rw [pairHopping_mulVec_apply]
  simp only [Pi.smul_apply, smul_eq_mul, Finset.sum_const, Finset.card_univ, nsmul_eq_mul]
  ring

/-- The pair-hopping matrix multiplies every vector of zero total amplitude by `U - J`. -/
theorem pairHopping_mulVec_zero_sum (U J : K) (v : n → K) (hv : ∑ j, v j = 0) :
    pairHopping n U J *ᵥ v = (U - J) • v := by
  funext i
  rw [pairHopping_mulVec_apply, hv]
  simp
```

Both proofs compare components and insert (1). In the first the sum of ones becomes \(N\) and `ring` checks \(U - J + NJ = U + (N-1)J\). In the second `hv` sets the total amplitude to zero.

Q: The zero vector has zero sum. An equation \(Mv = \lambda v\) that the zero vector satisfies does not establish an eigenvalue. It also leaves open whether other vectors share these eigenvalues.

A: The first objection holds for the zero-sum statement taken alone, and the second for both statements. The second is answered by the converses, which identify the solution sets exactly.

```lean
/-- For `J ≠ 0` a vector is multiplied by `U - J` exactly when its amplitudes sum to zero. -/
theorem eigen_sub_iff_zero_sum (U J : K) (hJ : J ≠ 0) (v : n → K) :
    pairHopping n U J *ᵥ v = (U - J) • v ↔ ∑ j, v j = 0 := by
  constructor
  · intro h
    rcases isEmpty_or_nonempty n with hn | hn
    · simp
    · obtain ⟨i⟩ := hn
      have hi := congrFun h i
      rw [pairHopping_mulVec_apply, Pi.smul_apply, smul_eq_mul] at hi
      have h0 : J * ∑ j, v j = 0 := by linear_combination hi
      exact (mul_eq_zero.mp h0).resolve_left hJ
  · exact pairHopping_mulVec_zero_sum U J v

/-- For `N J ≠ 0` a vector is multiplied by `U + (N - 1) J` exactly when it is a multiple of
the all-ones vector. -/
theorem eigen_add_iff_multiple_ones (U J : K) (hNJ : (Fintype.card n : K) * J ≠ 0)
    (v : n → K) :
    pairHopping n U J *ᵥ v = (U + ((Fintype.card n : K) - 1) * J) • v
      ↔ ∃ c : K, v = c • (fun _ : n => (1 : K)) := by
  constructor
  · intro h
    -- every component obeys `N J vᵢ = J ∑ v`
    refine ⟨J * (∑ j, v j) / ((Fintype.card n : K) * J), funext fun i => ?_⟩
    have hi := congrFun h i
    rw [pairHopping_mulVec_apply, Pi.smul_apply, smul_eq_mul] at hi
    simp only [Pi.smul_apply, smul_eq_mul, mul_one]
    rw [eq_div_iff hNJ]
    linear_combination (-1 : K) * hi
  · rintro ⟨c, rfl⟩
    rw [Matrix.mulVec_smul, pairHopping_mulVec_ones]
    exact smul_comm _ _ _
```

`eigen_sub_iff_zero_sum` says that for \(J \neq 0\) the equation \(Mv = (U-J)v\) holds if and only if \(S(v) = 0\). Its forward proof reads one component `hi`, obtains `h0 : J * ∑ j, v j = 0` by `linear_combination hi`, and discards the alternative \(J = 0\). `eigen_add_iff_multiple_ones` says that for \(NJ \neq 0\) the equation \(Mv = (U+(N-1)J)v\) holds if and only if \(v = c\,\mathbf 1\) for some scalar \(c\). The proof supplies \(c = J\,S/(NJ)\), clears the denominator with `eq_div_iff hNJ`, and is left with \(v_i\,NJ = J\,S\), which is the rearranged component equation. The reverse direction moves \(c\) through the matrix and uses the all-ones result.

Neither hypothesis can be dropped. For \(J=0\) and \(N \ge 2\) the matrix is \(U\) times the identity, both eigenvalues equal \(U\), and \(e_a\) is an eigenvector that neither sums to zero nor is a multiple of \(\mathbf 1\).

Q: Why \(NJ \neq 0\) and not simply \(J \ne 0\)? The number of orbitals is not zero.

A: Over \(\mathbb R\) or \(\mathbb C\) with at least one orbital the two conditions are the same. The hypothesis `hNJ` reads \(N\) as an element of `K`, and in a field where \(3 = 0\) the values \(U + 2J\) and \(U - J\) coincide, so that \((1,-1,0)\) satisfies the equation without being a multiple of \(\mathbf 1\). The product \(NJ\) is the gap between the two levels, and the hypothesis says that the gap is not zero.

Q: And my first objection, about the zero vector?

A: The next two theorems require `v ≠ 0` explicitly. The first is the exclusion of a third eigenvalue.

```lean
/-- Any eigenvalue of the pair-hopping matrix is `U + (N - 1) J` or `U - J`. -/
theorem eigenvalue_cases (U J μ : K) (v : n → K) (hv : v ≠ 0)
    (h : pairHopping n U J *ᵥ v = μ • v) :
    μ = U + ((Fintype.card n : K) - 1) * J ∨ μ = U - J := by
  have hi : ∀ i, (U - J) * v i + J * ∑ j, v j = μ * v i := fun i => by
    have hh := congrFun h i
    rwa [pairHopping_mulVec_apply, Pi.smul_apply, smul_eq_mul] at hh
  by_cases hS : ∑ j, v j = 0
  · -- zero total amplitude: read off a nonzero component
    right
    obtain ⟨i, hvi⟩ := Function.ne_iff.mp hv
    have hvi' : v i ≠ 0 := hvi
    have h1 := hi i
    rw [hS] at h1
    apply mul_right_cancel₀ hvi'
    linear_combination (-1 : K) * h1
  · -- nonzero total amplitude: sum the eigenvalue equation over the orbitals
    left
    have hsum : ∑ i, ((U - J) * v i + J * ∑ j, v j) = ∑ i, μ * v i :=
      Finset.sum_congr rfl fun i _ => hi i
    simp only [Finset.sum_add_distrib, ← Finset.mul_sum, Finset.sum_const, Finset.card_univ,
      nsmul_eq_mul] at hsum
    apply mul_right_cancel₀ hS
    linear_combination (-1 : K) * hsum
```

The family `hi` is the eigenvalue equation in components. The split `by_cases hS` is the one made by hand. For \(S = 0\), `Function.ne_iff` yields a nonzero component and `mul_right_cancel₀ hvi'` cancels it. For \(S \neq 0\), `hsum` is the equation summed over \(i\), which simplifies to \((U-J)S + NJS = \mu S\), and `mul_right_cancel₀ hS` cancels \(S\). The main theorem adds existence.

```lean
/-- With at least two orbitals, the eigenvalues of the pair-hopping matrix are exactly
`U + (N - 1) J` and `U - J`. -/
theorem pairHopping_spectrum [Nontrivial n] (U J μ : K) :
    (∃ v : n → K, v ≠ 0 ∧ pairHopping n U J *ᵥ v = μ • v)
      ↔ μ = U + ((Fintype.card n : K) - 1) * J ∨ μ = U - J := by
  constructor
  · rintro ⟨v, hv, h⟩
    exact eigenvalue_cases U J μ v hv h
  · obtain ⟨a, b, hab⟩ := exists_pair_ne n
    rintro (rfl | rfl)
    · refine ⟨fun _ => 1, ?_, pairHopping_mulVec_ones U J⟩
      intro h
      exact one_ne_zero (congrFun h a)
    · -- the difference of two basis vectors has zero total amplitude
      refine ⟨fun j => (if j = a then (1 : K) else 0) - (if j = b then (1 : K) else 0), ?_,
        pairHopping_mulVec_zero_sum U J _ ?_⟩
      · intro h
        have ha := congrFun h a
        simp [hab] at ha
      · simp [Finset.sum_sub_distrib]
```

In words: with at least two orbitals, which is what `[Nontrivial n]` means, a scalar \(\mu\) admits a nonzero \(v\) with \(Mv = \mu v\) if and only if \(\mu = U + (N-1)J\) or \(\mu = U - J\). There is no condition on \(J\), and at \(J = 0\) the two alternatives name the same number. The forward direction is `eigenvalue_cases`. The reverse direction takes two different labels `a`, `b` from `exists_pair_ne n` and exhibits \(\mathbf 1\) and \(e_a - e_b\), each shown nonzero by its component at `a`. With a single orbital the matrix is the number \(U\), and \(U - J\) is not an eigenvalue when \(J \neq 0\), so the hypothesis is needed.

Q: A list of eigenvalues is not a level scheme. I want the degeneracies.

A: The degeneracy of the level \(U-J\), counted among the doubly occupied states only, is stated as the dimension of its eigenspace.

```lean
/-- For `J ≠ 0` the eigenspace of the pair-hopping matrix at `U - J` has dimension one less
than the number of orbitals. -/
theorem finrank_eigenspace_sub [hn : Nonempty n] (U J : K) (hJ : J ≠ 0) :
    Module.finrank K (Module.End.eigenspace (Matrix.toLin' (pairHopping n U J)) (U - J)) + 1
      = Fintype.card n := by
  -- the eigenspace is the kernel of the total amplitude
  have hker : Module.End.eigenspace (Matrix.toLin' (pairHopping n U J)) (U - J)
      = LinearMap.ker (totalAmplitude K n) := by
    ext v
    rw [Module.End.mem_eigenspace_iff, LinearMap.mem_ker, Matrix.toLin'_apply]
    exact eigen_sub_iff_zero_sum U J hJ v
  have hrange : LinearMap.range (totalAmplitude K n) = ⊤ := by
    apply LinearMap.range_eq_top.mpr
    intro c
    obtain ⟨a⟩ := hn
    refine ⟨fun j => if j = a then c else 0, ?_⟩
    show ∑ j, (if j = a then c else 0) = c
    simp
  -- rank-nullity
  have hrn := LinearMap.finrank_range_add_finrank_ker (totalAmplitude K n)
  rw [hrange, finrank_top, Module.finrank_self, Module.finrank_fintype_fun_eq_card] at hrn
  rw [hker]
  omega
```

`Matrix.toLin'` turns \(M\) into the linear map \(v \mapsto Mv\), `Module.End.eigenspace` at `U - J` is the subspace of solutions of \(Mv = (U-J)v\), and `Module.finrank K` is its dimension. The statement is \(\dim + 1 = N\), for at least one orbital and \(J \neq 0\). Step `hker` identifies the eigenspace with the kernel of `totalAmplitude K n` through `eigen_sub_iff_zero_sum`, step `hrange` shows that \(S\) is onto by means of \(c\,e_a\), and rank-nullity `hrn` then reads \(1 + \dim\ker S = N\). At \(J = 0\) the eigenspace is the whole space, of dimension \(N\). For the other level no dimension is stated as a number, but `eigen_add_iff_multiple_ones` describes its eigenspace, for \(NJ \neq 0\), as the multiples of \(\mathbf 1\).

Q: Now the case in the title. Are the Racah expressions reached by anything more than substitution?

A: They are reached by substitution and nothing else.

```lean
/-- For three t2g orbitals the all-ones vector is multiplied by `A + 10B + 5C`, zero-sum
vectors by `A + B + 2C`, and these two numbers are exactly the eigenvalues. -/
theorem t2g_levels_racah (A B C : K) :
    t2gPairHopping A B C *ᵥ (fun _ : Fin 3 => (1 : K))
        = (A + 10 * B + 5 * C) • (fun _ : Fin 3 => (1 : K))
      ∧ (∀ v : Fin 3 → K, ∑ j, v j = 0 → t2gPairHopping A B C *ᵥ v = (A + B + 2 * C) • v)
      ∧ ∀ μ : K, (∃ v : Fin 3 → K, v ≠ 0 ∧ t2gPairHopping A B C *ᵥ v = μ • v)
          ↔ μ = A + 10 * B + 5 * C ∨ μ = A + B + 2 * C := by
  have e1 : racahU A B C + ((Fintype.card (Fin 3) : K) - 1) * racahJ B C
      = A + 10 * B + 5 * C := by
    simp only [Fintype.card_fin, racahU, racahJ]
    push_cast
    ring
  have e2 : racahU A B C - racahJ B C = A + B + 2 * C := by
    unfold racahU racahJ
    ring
  refine ⟨?_, ?_, ?_⟩
  · rw [← e1]
    exact pairHopping_mulVec_ones _ _
  · intro v hv
    rw [← e2]
    exact pairHopping_mulVec_zero_sum _ _ v hv
  · intro μ
    rw [← e1, ← e2]
    exact pairHopping_spectrum _ _ μ
```

The theorem has three parts, for arbitrary \(A, B, C\): \(\mathbf 1\) is multiplied by \(A+10B+5C\), every zero-sum vector is multiplied by \(A+B+2C\), and \(\mu\) has a nonzero eigenvector exactly when it is one of these two numbers. The identities `e1` and `e2` are \(U + 2J = A+10B+5C\) and \(U - J = A+B+2C\), and each part is the general theorem at `Fin 3` rewritten with them. The secular determinant is computed separately, without the eigenvectors.

```lean
/-- The secular determinant of the t2g pair-hopping matrix factors as
`(μ - (A + 10B + 5C)) (μ - (A + B + 2C))²`. -/
theorem t2g_secular_det (A B C μ : K) :
    (μ • (1 : Matrix (Fin 3) (Fin 3) K) - t2gPairHopping A B C).det
      = (μ - (A + 10 * B + 5 * C)) * (μ - (A + B + 2 * C)) ^ 2 := by
  rw [Matrix.det_fin_three]
  simp [t2gPairHopping, pairHopping, racahU, racahJ]
  ring
```

Here `1` is the identity matrix, so the left side is \(\det(\mu I - M)\) at an arbitrary scalar \(\mu\). `Matrix.det_fin_three` gives the six-term expansion, `simp` inserts the entries, and `ring` verifies the factorisation. The squared factor agrees with the dimension \(2\) that `finrank_eigenspace_sub` gives for \(N=3\) when \(3B + C \neq 0\). The determinant is stated for three orbitals only. The last theorem changes parameters.

```lean
/-- In Slater-Condon parameters the t2g pair-hopping matrix multiplies the all-ones vector by
`F0 + 10 F2 + 76 F4` and zero-sum vectors by `F0 + F2 + 16 F4`. -/
theorem t2g_levels_slater (F0 F2 F4 : K) :
    t2gPairHopping (racahA F0 F4) (racahB F2 F4) (racahC F4) *ᵥ (fun _ : Fin 3 => (1 : K))
        = (F0 + 10 * F2 + 76 * F4) • (fun _ : Fin 3 => (1 : K))
      ∧ ∀ v : Fin 3 → K, ∑ j, v j = 0 →
          t2gPairHopping (racahA F0 F4) (racahB F2 F4) (racahC F4) *ᵥ v
            = (F0 + F2 + 16 * F4) • v := by
  obtain ⟨h1, h2, _⟩ := t2g_levels_racah (racahA F0 F4) (racahB F2 F4) (racahC F4)
  have e1 : racahA F0 F4 + 10 * racahB F2 F4 + 5 * racahC F4 = F0 + 10 * F2 + 76 * F4 := by
    unfold racahA racahB racahC
    ring
  have e2 : racahA F0 F4 + racahB F2 F4 + 2 * racahC F4 = F0 + F2 + 16 * F4 := by
    unfold racahA racahB racahC
    ring
  rw [e1] at h1
  rw [e2] at h2
  exact ⟨h1, h2⟩

end PairHoppingSpectrum
```

It takes the first two parts of `t2g_levels_racah` at \(A, B, C\) expressed through \(F_0, F_2, F_4\) and rewrites the eigenvalues with the two sums computed above. It states the two eigenvector equations and does not repeat the clause that no other eigenvalue exists.

```lean
#print axioms PairHoppingSpectrum.pairHopping_spectrum
#print axioms PairHoppingSpectrum.finrank_eigenspace_sub
#print axioms PairHoppingSpectrum.t2g_secular_det
#print axioms PairHoppingSpectrum.t2g_levels_slater
```

```
'PairHoppingSpectrum.pairHopping_spectrum' depends on axioms: [propext, Classical.choice, Quot.sound]
'PairHoppingSpectrum.finrank_eigenspace_sub' depends on axioms: [propext, Classical.choice, Quot.sound]
'PairHoppingSpectrum.t2g_secular_det' depends on axioms: [propext, Classical.choice, Quot.sound]
'PairHoppingSpectrum.t2g_levels_slater' depends on axioms: [propext, Classical.choice, Quot.sound]
```

Q: I accept the linear algebra. I would call these levels \({}^1A_{1g}\) and \({}^1E_g\) of \(t_{2g}^2\), and the file does not.

A: It cannot, because it contains no spin operator, no octahedral group and no antisymmetrised states. The assignment of \(\mathbf 1\) to \({}^1A_{1g}\) and of the zero-sum plane to \({}^1E_g\) is physics that these theorems leave unproved, and the same holds for the symmetry argument that the three doubly occupied states do not mix with the other states of \(t_{2g}^2\). The file also omits the states with the two electrons in different orbitals, mixing with configurations that occupy \(e_g\), the one-electron crystal-field energy and spin-orbit coupling. Among the omitted states with the electrons in different orbitals are three spin singlets, \({}^1T_{2g}\), whose repulsion energy is also \(A+B+2C\), so in the full \(t_{2g}^2\) configuration that level is fivefold degenerate and not twofold. A single \(J\) for both directions of hopping presupposes real orbitals, or at least a phase choice that makes all hopping amplitudes equal.

Q: Nothing says which level lies higher, either.

A: A general field has no order and no inner product, so the theorems say nothing on the ordering of the levels, on Hermiticity or on orthogonality of the eigenvectors. For real parameters the difference of the two stated values is \(9B + 3C = 3J\), so the all-ones state is the upper one when \(J > 0\); that comparison is ours and has no theorem in the file.
